# For every k ≥ 1, the k-th partial derivatives of the Vandermonde polynomial sum to zero

## Definitions and the identity

Let $R$ be a commutative ring and $x_0,\dots,x_{N-1}$ the coordinates of $N$ particles on a line. Particles $i,l$ and orbitals $j$ are numbered from $0$ to $N-1$. The Vandermonde polynomial is

$$D=\prod_{i<l}(x_l-x_i),$$

with $D=1$ for $N\le 1$. For polynomial orbitals $\varphi_j$, write $S[\varphi]=\det\varphi_j(x_i)$, with orbitals as rows and particles as columns. The usual normalised determinant of orthonormal orbitals is $S[\varphi]/\sqrt{N!}$; the constant factor does not affect the argument.

With $\partial_i$ the partial derivative in $x_i$, the identity is

$$\sum_i\partial_i^k D=0\qquad(k\ge 1).$$

The case $k=2$ says that $D$ is harmonic. $D$ is also unchanged when every coordinate is shifted by the same constant.

## Use in local-energy evaluation

For non-interacting, spin-polarised fermions in a one-dimensional harmonic trap, the ground state is $D$ times a Gaussian. In a variational Monte Carlo code that takes this product as its trial function, the term $\sum_i\partial_i^2D/D$ in the local kinetic energy is therefore zero, and only the cross term and the Gaussian's own term remain. The identity also gives a test for a determinant-derivative routine: with the orbitals $1,x,\dots,x^{N-1}$, none left out, the $k$-th derivatives summed over the particles should vanish up to rounding for each $k\ge1$.

## Derivation from the occupied monomials

Expand the determinant over permutations $\sigma$:

$$S[\varphi]=\sum_\sigma\operatorname{sgn}(\sigma)\prod_l\varphi_{\sigma(l)}(x_l).$$

Only the factor $l=i$ depends on $x_i$, so

$$\partial_i^k\prod_l\varphi_{\sigma(l)}(x_l)=\varphi^{(k)}_{\sigma(i)}(x_i)\prod_{l\ne i}\varphi_{\sigma(l)}(x_l).$$

For fixed $\sigma$, the index $j=\sigma(i)$ runs once through all orbitals as $i$ runs through the particles. Summing over $i$ and then over $\sigma$ gives

$$\sum_i\partial_i^kS[\varphi]=\sum_jS[\varphi_0,\dots,\varphi_j^{(k)},\dots,\varphi_{N-1}].$$

Now take $\varphi_j=x^j$, for which $S[\varphi]=D$ by the Vandermonde determinant formula. There are two cases:

- If $j<k$, then $\varphi_j^{(k)}=0$ and the determinant has a zero row.
- If $j\ge k$, then $\varphi_j^{(k)}=j(j-1)\cdots(j-k+1)\,x^{j-k}$. Row $j$ is a multiple of row $j-k$, which is a different row because $k\ge1$, so the determinant vanishes.

Every term is zero, and no division was needed.

It is not enough that differentiation lowers the degree: the second case also uses that the lower orbital is occupied. For the orbitals $1,x^2$ the determinant is $x_1^2-x_0^2$, and its first derivatives sum to $2(x_1-x_0)$, which is not zero over the reals.

For a polynomial $f(t)=\sum_kf_kt^k$, the identity leaves only the constant term:

$$\sum_if(\partial_i)D=\sum_kf_k\sum_i\partial_i^kD=Nf(0)D.$$

Translation invariance follows from $(x_l+c)-(x_i+c)=x_l-x_i$. Antisymmetry of $S[\varphi]$ holds because permuting particles permutes columns.

## The Lean file

```lean
import Mathlib

open MvPolynomial

namespace VandermondePowerSums

noncomputable section

variable {R : Type*} [CommRing R] {N : ℕ}

/-- The Slater determinant `det φ_j(x_i)` of `N` polynomial orbitals `φ_j`, without
normalisation factor; rows are orbitals and columns are particles. -/
def slater (φ : Fin N → Polynomial R) : MvPolynomial (Fin N) R :=
  Matrix.det (Matrix.of fun j i => Polynomial.aeval (X i : MvPolynomial (Fin N) R) (φ j))

/-- The Vandermonde polynomial, the product of `x_l - x_i` over all pairs `i < l`. -/
def vandermonde (R : Type*) [CommRing R] (N : ℕ) : MvPolynomial (Fin N) R :=
  ∏ i, ∏ l ∈ Finset.Ioi i, (X l - X i)

/-- Permuting the particles multiplies a Slater determinant by the sign of the permutation. -/
theorem slater_antisymmetric (φ : Fin N → Polynomial R) (τ : Equiv.Perm (Fin N)) :
    rename τ (slater φ) = ((Equiv.Perm.sign τ : ℤ) : MvPolynomial (Fin N) R) * slater φ := by
  rw [slater, AlgHom.map_det, ← Matrix.det_permute']
  congr 1
  refine Matrix.ext fun j i => ?_
  change rename τ (Polynomial.aeval (X i : MvPolynomial (Fin N) R) (φ j))
    = Polynomial.aeval (X (τ i) : MvPolynomial (Fin N) R) (φ j)
  rw [← Polynomial.aeval_algHom_apply, rename_X]

/-- The `k`-th derivative in the coordinate of particle `i` acts on a Hartree product
by differentiating the orbital of particle `i` alone. -/
theorem iterate_pderiv_hartree (g : Fin N → Polynomial R) (i : Fin N) (k : ℕ) :
    (pderiv (R := R) i)^[k] (∏ l, Polynomial.aeval (X l : MvPolynomial (Fin N) R) (g l))
      = ∏ l, Polynomial.aeval (X l : MvPolynomial (Fin N) R)
          (Function.update g i (Polynomial.derivative^[k] (g i)) l) := by
  -- the other particles are constants for the derivative
  have hs : ∀ s : Finset (Fin N), i ∉ s →
      pderiv i (∏ l ∈ s, Polynomial.aeval (X l : MvPolynomial (Fin N) R) (g l)) = 0 := by
    intro s
    induction s using Finset.induction_on with
    | empty => intro _; simp
    | insert a s ha ih =>
      intro hi
      have h1 : a ≠ i := fun h => hi (by simp [h])
      have h2 : i ∉ s := fun h => hi (Finset.mem_insert_of_mem h)
      rw [Finset.prod_insert ha, Derivation.leibniz, ih h2, Derivation.map_aeval,
        pderiv_X_of_ne h1]
      simp only [smul_zero, add_zero]
  -- so the derivative passes through to the orbital of particle `i`
  have hk : ∀ c : MvPolynomial (Fin N) R, pderiv i c = 0 → ∀ (n : ℕ) (p : Polynomial R),
      (pderiv (R := R) i)^[n] (Polynomial.aeval (X i : MvPolynomial (Fin N) R) p * c)
        = Polynomial.aeval (X i : MvPolynomial (Fin N) R)
            (Polynomial.derivative^[n] p) * c := by
    intro c hc n
    induction n with
    | zero => intro p; rfl
    | succ n ih =>
      intro p
      have h : pderiv i (Polynomial.aeval (X i : MvPolynomial (Fin N) R) p * c)
          = Polynomial.aeval (X i : MvPolynomial (Fin N) R) (Polynomial.derivative p) * c := by
        rw [Derivation.leibniz, hc, Derivation.map_aeval, pderiv_X_self]
        simp only [smul_eq_mul, mul_one, mul_zero, zero_add]
        rw [mul_comm]
      rw [Function.iterate_succ_apply, Function.iterate_succ_apply, h, ih]
  rw [← Finset.mul_prod_erase Finset.univ _ (Finset.mem_univ i),
    ← Finset.mul_prod_erase Finset.univ _ (Finset.mem_univ i),
    hk _ (hs _ (Finset.notMem_erase i _)), Function.update_self]
  congr 1
  refine Finset.prod_congr rfl fun l hl => ?_
  rw [Function.update_of_ne (Finset.ne_of_mem_erase hl)]

/-- The one-body operator `∑ i, ∂_i^k` maps a Slater determinant to the sum of the determinants
in which one orbital at a time is replaced by its `k`-th derivative. -/
theorem sum_pderiv_slater (φ : Fin N → Polynomial R) (k : ℕ) :
    ∑ i, (pderiv (R := R) i)^[k] (slater φ)
      = ∑ j, slater (Function.update φ j (Polynomial.derivative^[k] (φ j))) := by
  let F : Equiv.Perm (Fin N) → Fin N → MvPolynomial (Fin N) R := fun σ j =>
    ((Equiv.Perm.sign σ : ℤˣ) : ℤ) • ∏ l, Polynomial.aeval (X l : MvPolynomial (Fin N) R)
      (Function.update φ j (Polynomial.derivative^[k] (φ j)) (σ l))
  have key : ∀ i, (pderiv (R := R) i)^[k] (slater φ) = ∑ σ, F σ (σ i) := by
    intro i
    have hlin : ∀ q : MvPolynomial (Fin N) R, (pderiv (R := R) i)^[k] q
        = ((pderiv (R := R) i).toLinearMap ^ k) q := by
      intro q
      rw [Module.End.pow_apply]
      rfl
    rw [hlin, slater, Matrix.det_apply, map_sum]
    refine Finset.sum_congr rfl fun σ _ => ?_
    rw [Units.smul_def, map_zsmul, ← hlin]
    refine congrArg (fun q => ((Equiv.Perm.sign σ : ℤˣ) : ℤ) • q) ?_
    refine (iterate_pderiv_hartree (fun l => φ (σ l)) i k).trans
      (Finset.prod_congr rfl fun l _ => ?_)
    by_cases h : l = i
    · subst h
      simp
    · rw [Function.update_of_ne h, Function.update_of_ne (σ.injective.ne h)]
  have hR : ∀ j, slater (Function.update φ j (Polynomial.derivative^[k] (φ j)))
      = ∑ σ, F σ j := by
    intro j
    rw [slater, Matrix.det_apply]
    rfl
  -- summing over particles is the same as summing over the orbitals they occupy
  calc ∑ i, (pderiv (R := R) i)^[k] (slater φ)
      = ∑ i, ∑ σ, F σ (σ i) := Finset.sum_congr rfl fun i _ => key i
    _ = ∑ σ, ∑ i, F σ (σ i) := Finset.sum_comm
    _ = ∑ σ, ∑ j, F σ j := Finset.sum_congr rfl fun σ _ => Equiv.sum_comp σ (F σ)
    _ = ∑ j, ∑ σ, F σ j := Finset.sum_comm
    _ = _ := Finset.sum_congr rfl fun j _ => (hR j).symm

/-- Pauli principle: a Slater determinant vanishes when one orbital is replaced by a multiple
of a different occupied orbital. -/
theorem slater_pauli (φ : Fin N → Polynomial R) {j m : Fin N} (h : m ≠ j) (c : R) :
    slater (Function.update φ j (c • φ m)) = 0 := by
  let M : Matrix (Fin N) (Fin N) (MvPolynomial (Fin N) R) :=
    Matrix.of fun a i => Polynomial.aeval (X i : MvPolynomial (Fin N) R) (φ a)
  have hM : slater (Function.update φ j (c • φ m))
      = (M.updateRow j ((C c : MvPolynomial (Fin N) R) • M m)).det := by
    rw [slater]
    congr 1
    refine Matrix.ext fun a i => ?_
    by_cases ha : a = j
    · subst ha
      simp [M, MvPolynomial.smul_eq_C_mul]
    · simp [M, ha]
  rw [hM, Matrix.det_updateRow_smul, Matrix.det_zero_of_row_eq h, mul_zero]
  rw [Matrix.updateRow_ne h, Matrix.updateRow_self]

/-- The Vandermonde polynomial is the Slater determinant of the orbitals `1, x, ..., x^(N-1)`. -/
theorem slater_monomials :
    slater (fun j : Fin N => (Polynomial.X : Polynomial R) ^ (j : ℕ)) = vandermonde R N := by
  rw [vandermonde, ← Matrix.det_vandermonde, ← Matrix.det_transpose, slater]
  congr 1
  refine Matrix.ext fun j i => ?_
  simp [Matrix.vandermonde_apply]

/-- For every `k ≥ 1` the sum over all particles of the `k`-th partial derivatives of the
Vandermonde polynomial is zero, over any commutative ring. -/
theorem sum_pderiv_vandermonde {k : ℕ} (hk : 1 ≤ k) :
    ∑ i, (pderiv (R := R) i)^[k] (vandermonde R N) = 0 := by
  rw [← slater_monomials, sum_pderiv_slater]
  refine Finset.sum_eq_zero fun j _ => ?_
  rw [Polynomial.iterate_derivative_X_pow_eq_natCast_mul]
  by_cases hj : (j : ℕ) < k
  · -- the orbital is differentiated away
    rw [Nat.descFactorial_eq_zero_iff_lt.mpr hj, Nat.cast_zero, zero_mul]
    exact Matrix.det_eq_zero_of_row_eq_zero j fun i => by simp
  · -- the orbital is lowered onto one that is already occupied
    have hm : (⟨(j : ℕ) - k, by omega⟩ : Fin N) ≠ j := by
      intro h
      have h' := congrArg Fin.val h
      simp only at h'
      omega
    have hp := slater_pauli (fun a : Fin N => (Polynomial.X : Polynomial R) ^ (a : ℕ)) hm
      (((j : ℕ).descFactorial k : ℕ) : R)
    rw [Polynomial.smul_eq_C_mul, map_natCast] at hp
    exact hp

/-- For any polynomial dispersion `f`, the operator `∑ i, f(∂_i)` multiplies the Vandermonde
polynomial by `N f(0)`. -/
theorem dispersion_vandermonde (f : Polynomial R) :
    ∑ i, f.sum (fun k c => c • (pderiv (R := R) i)^[k] (vandermonde R N))
      = ((N : R) * f.coeff 0) • vandermonde R N := by
  simp only [Polynomial.sum_def]
  rw [Finset.sum_comm, Finset.sum_eq_single 0]
  · simp only [Function.iterate_zero, id_eq, Finset.sum_const, Finset.card_univ,
      Fintype.card_fin]
    rw [mul_smul, Nat.cast_smul_eq_nsmul]
  · intro k _ hk
    rw [← Finset.smul_sum, sum_pderiv_vandermonde (Nat.one_le_iff_ne_zero.mpr hk), smul_zero]
  · intro h
    simp [Polynomial.notMem_support_iff.mp h]

/-- The Vandermonde polynomial is unchanged when all coordinates are shifted by the same
constant `c`. -/
theorem vandermonde_translation (c : R) :
    aeval (fun i => (X i + C c : MvPolynomial (Fin N) R)) (vandermonde R N)
      = vandermonde R N := by
  simp only [vandermonde, map_prod, map_sub, aeval_X, add_sub_add_right_eq_sub]

end

end VandermondePowerSums
```

```lean
#print axioms VandermondePowerSums.slater_antisymmetric
#print axioms VandermondePowerSums.sum_pderiv_vandermonde
#print axioms VandermondePowerSums.dispersion_vandermonde
#print axioms VandermondePowerSums.vandermonde_translation
```

```
'VandermondePowerSums.slater_antisymmetric' depends on axioms: [propext, Classical.choice, Quot.sound]
'VandermondePowerSums.sum_pderiv_vandermonde' depends on axioms: [propext, Classical.choice, Quot.sound]
'VandermondePowerSums.dispersion_vandermonde' depends on axioms: [propext, Classical.choice, Quot.sound]
'VandermondePowerSums.vandermonde_translation' depends on axioms: [propext, Classical.choice, Quot.sound]
```

## Reading the theorems, their proofs and their limits

The polynomials $D$ and $S[\varphi]$ are elements of `MvPolynomial (Fin N) R`, `pderiv i` is the formal $\partial_i$, and `^[k]` applies it $k$ times. `sum_pderiv_vandermonde` is the main identity for all `N` and every commutative ring. Its hypothesis `1 ≤ k` excludes $k=0$, where the sum is $ND$. In `slater_antisymmetric`, `rename τ` replaces $x_i$ by $x_{\tau(i)}$.

The lemmas match the derivation:

- `iterate_pderiv_hartree` shows by induction over the other particles that their factors are constants, then by induction on the number of derivatives that only the orbital of particle $i$ changes.
- `sum_pderiv_slater` expands the determinant and exchanges the sums; `Equiv.sum_comp` is the substitution $j=\sigma(i)$.
- `slater_pauli` takes the scalar out of the replaced row and finds two equal rows.
- `slater_monomials` identifies $D$ with the determinant, using Mathlib's Vandermonde formula and a transpose.
- `sum_pderiv_vandermonde` splits on `(j : ℕ) < k`, the two cases above.
- `dispersion_vandermonde` exchanges the sums and keeps $k=0$; `vandermonde_translation` cancels the shift in each factor.

The theorems concern polynomials only. The Gaussian factor, inner products, spin and interactions do not enter, and floating-point error in an implementation needs its own analysis. The dispersion $f$ must be a polynomial: $f(t)=-t^2/2$ is the kinetic energy in units $\hbar=m=1$, while a relativistic square root is not covered.
